# Biorthogonality and finite termination of BiCG without breakdown

When the biconjugate gradient method (BiCG) solves a nonsymmetric linear system, each iteration builds its search direction from the current vectors and then overwrites them. No earlier vectors are kept for re-orthogonalisation. This relies on relations that the short recurrences preserve in exact arithmetic, provided no denominator vanishes. Such systems occur in linear-response calculations once the problem has been reduced to a finite matrix; rounding errors are not modelled here.

## The recurrences

Let \(A\) be a square matrix over a field `K`, with rows and columns indexed by the finite type `n`.

```lean
import Mathlib

open Matrix

namespace BiconjugateGradient

noncomputable section

variable {K n : Type*} [Field K] [Fintype n]
```

A state holds the residual \(r\), shadow residual \(s\), direction \(p\) and shadow direction \(q\).

```lean
/-- The vectors carried by the biconjugate gradient method: residual `r`, shadow residual `s`,
search direction `p` and shadow direction `q`. -/
structure State (K n : Type*) where
  r : n → K
  s : n → K
  p : n → K
  q : n → K
```

Start from \(p_0=r_0\), \(q_0=s_0\) and iterate
\[
\alpha_k=\frac{s_k^Tr_k}{q_k^TAp_k},\quad r_{k+1}=r_k-\alpha_kAp_k,\quad s_{k+1}=s_k-\alpha_kA^Tq_k,
\]
\[
\beta_k=\frac{s_{k+1}^Tr_{k+1}}{s_k^Tr_k},\quad p_{k+1}=r_{k+1}+\beta_kp_k,\quad q_{k+1}=s_{k+1}+\beta_kq_k.
\]
In Lean, `*ᵥ` applies a matrix and `⬝ᵥ` is the bilinear product \(u^Tv\), without complex conjugation even over \(\mathbb C\).

```lean
/-- The step length `sᵀr / qᵀAp`. -/
def alpha (A : Matrix n n K) (σ : State K n) : K :=
  (σ.s ⬝ᵥ σ.r) / (σ.q ⬝ᵥ A *ᵥ σ.p)

/-- The updated residual `r - α A p`. -/
def nextResidual (A : Matrix n n K) (σ : State K n) : n → K :=
  σ.r - alpha A σ • (A *ᵥ σ.p)

/-- The updated shadow residual `s - α Aᵀ q`. -/
def nextShadow (A : Matrix n n K) (σ : State K n) : n → K :=
  σ.s - alpha A σ • (Aᵀ *ᵥ σ.q)

/-- The direction coefficient: the new value of `sᵀr` divided by the old one. -/
def beta (A : Matrix n n K) (σ : State K n) : K :=
  (nextShadow A σ ⬝ᵥ nextResidual A σ) / (σ.s ⬝ᵥ σ.r)

/-- One step of the biconjugate gradient method. -/
def step (A : Matrix n n K) (σ : State K n) : State K n where
  r := nextResidual A σ
  s := nextShadow A σ
  p := nextResidual A σ + beta A σ • σ.p
  q := nextShadow A σ + beta A σ • σ.q

/-- The state after `k` steps, started with `p₀ = r₀` and `q₀ = s₀`. -/
def run (A : Matrix n n K) (r₀ s₀ : n → K) : ℕ → State K n
  | 0 => ⟨r₀, s₀, r₀, s₀⟩
  | k + 1 => step A (run A r₀ s₀ k)
```

`NoBreakdown A r₀ s₀ m` says that both denominators are nonzero for every \(k<m\). This is assumed, not derived from properties of \(A\).

```lean
/-- The denominators `s_kᵀr_k` and `q_kᵀAp_k` are nonzero in the first `m` steps. -/
def NoBreakdown (A : Matrix n n K) (r₀ s₀ : n → K) (m : ℕ) : Prop :=
  ∀ k < m, (run A r₀ s₀ k).s ⬝ᵥ (run A r₀ s₀ k).r ≠ 0 ∧
    (run A r₀ s₀ k).q ⬝ᵥ A *ᵥ (run A r₀ s₀ k).p ≠ 0
```

For a system \(Ax=b\), take \(r_0=b-Ax_0\) and \(x_{k+1}=x_k+\alpha_kp_k\).

```lean
/-- The approximate solutions of `A x = b`, updated by `x_{k+1} = x_k + α_k p_k`. -/
def approx (A : Matrix n n K) (b x₀ s₀ : n → K) : ℕ → n → K
  | 0 => x₀
  | k + 1 => approx A b x₀ s₀ k +
      alpha A (run A (b - A *ᵥ x₀) s₀ k) • (run A (b - A *ᵥ x₀) s₀ k).p
```

The last definition exchanges each vector with its shadow.

```lean
/-- Exchange of the residual and direction with their shadows. -/
def State.swap (σ : State K n) : State K n := ⟨σ.s, σ.r, σ.q, σ.p⟩
```

## (a) Transposing inside the pairing

Show that a matrix can be moved across the product:
\[p^TA^Tq=q^TAp.\]

**Solution.** Both sides equal \(\sum_{i,j}q_iA_{ij}p_j\).

```lean
/-- Moving a matrix across the bilinear pairing transposes it: `pᵀAᵀq = qᵀAp`. -/
theorem transpose_pair (A : Matrix n n K) (p q : n → K) :
    p ⬝ᵥ Aᵀ *ᵥ q = q ⬝ᵥ A *ᵥ p := by
  rw [Matrix.mulVec_transpose, dotProduct_comm p, ← Matrix.dotProduct_mulVec]
```

## (b) The run on the transposed matrix

Run BiCG on \(A^T\) from \(s_0,r_0\), and mark its vectors with a prime. Show that
\[(r'_k,s'_k,p'_k,q'_k)=(s_k,r_k,q_k,p_k).\]

**Solution.** This holds at \(k=0\). If it holds at \(k\), part (a) gives \(\alpha'_k=\alpha_k\), so the two residual updates trade places. Hence \(\beta'_k=\beta_k\), and the direction updates trade places too. In Lean, `hstep` is this single step, and induction does the rest.

```lean
/-- The method run on `Aᵀ` with exchanged starting vectors produces the same vectors, with
residuals and directions exchanged with their shadows. -/
theorem run_transpose (A : Matrix n n K) (r₀ s₀ : n → K) (k : ℕ) :
    run Aᵀ s₀ r₀ k = (run A r₀ s₀ k).swap := by
  have hstep : ∀ σ : State K n, step Aᵀ σ.swap = (step A σ).swap := by
    intro σ
    have hα : alpha Aᵀ σ.swap = alpha A σ := by
      simp only [alpha, State.swap]
      rw [transpose_pair, dotProduct_comm σ.r σ.s]
    have hr : nextResidual Aᵀ σ.swap = nextShadow A σ := by
      rw [nextResidual, hα]; rfl
    have hs : nextShadow Aᵀ σ.swap = nextResidual A σ := by
      rw [nextShadow, hα, Matrix.transpose_transpose]; rfl
    have hβ : beta Aᵀ σ.swap = beta A σ := by
      rw [beta, hr, hs, beta, dotProduct_comm (nextResidual A σ),
        dotProduct_comm σ.s σ.r]
      rfl
    rw [step, hr, hs, hβ]
    rfl
  induction k with
  | zero => rfl
  | succ k ih =>
    change step Aᵀ (run Aᵀ s₀ r₀ k) = (step A (run A r₀ s₀ k)).swap
    rw [ih, hstep]
```

## (c) New vectors against earlier shadows

Assume no breakdown in the first \(m\) steps. Show for \(i<j\le m\) that
\[s_i^Tr_j=0,\qquad q_i^TAp_j=0.\]

**Solution.** Use induction on \(j\); for \(j=0\) there is nothing to prove. Assume the relations at \(j<m\), and let \(i\le j\).

First, \(s_i^TAp_j=q_i^TAp_j\) (`hs`): for \(i=0\) the vectors agree, and otherwise \(s_i=q_i-\beta_{i-1}q_{i-1}\), where the last term contributes zero. Therefore (`hr`)
\[s_i^Tr_{j+1}=s_i^Tr_j-\alpha_jq_i^TAp_j=0,\]
by the induction hypothesis if \(i<j\), and by the definition of \(\alpha_j\) if \(i=j\).

Next, the shadow recurrence gives (`hk`)
\[\alpha_iq_i^TAr_{j+1}=s_i^Tr_{j+1}-s_{i+1}^Tr_{j+1}=-s_{i+1}^Tr_{j+1},\]
so
\[\alpha_iq_i^TAp_{j+1}=-s_{i+1}^Tr_{j+1}+\beta_j\alpha_iq_i^TAp_j.\]
For \(i<j\) both terms vanish. For \(i=j\) the right side is \(-s_{j+1}^Tr_{j+1}+\beta_js_j^Tr_j=0\), by the choice of \(\beta_j\); `linear_combination` does this cancellation. Since \(\alpha_i\ne0\), it can be divided out.

```lean
/-- Without breakdown, each new residual is orthogonal to all earlier shadow residuals, and each
new direction is `A`-conjugate to all earlier shadow directions. -/
theorem orthogonal_to_earlier {A : Matrix n n K} {r₀ s₀ : n → K} {m : ℕ}
    (h : NoBreakdown A r₀ s₀ m) (j : ℕ) : j ≤ m → ∀ i < j,
      (run A r₀ s₀ i).s ⬝ᵥ (run A r₀ s₀ j).r = 0 ∧
      (run A r₀ s₀ i).q ⬝ᵥ A *ᵥ (run A r₀ s₀ j).p = 0 := by
  induction j with
  | zero => intro _ i hi; omega
  | succ j ih =>
    intro hj
    have ih' := ih (by omega)
    obtain ⟨hsr, hqp⟩ := h j (by omega)
    -- the direction recurrence replaces `s_i` by `q_i` in front of `A p_j`
    have hs : ∀ i ≤ j, (run A r₀ s₀ i).s ⬝ᵥ A *ᵥ (run A r₀ s₀ j).p =
        (run A r₀ s₀ i).q ⬝ᵥ A *ᵥ (run A r₀ s₀ j).p := by
      intro i hi
      cases i with
      | zero => rfl
      | succ i =>
        have e : (run A r₀ s₀ (i + 1)).q = (run A r₀ s₀ (i + 1)).s +
            beta A (run A r₀ s₀ i) • (run A r₀ s₀ i).q := rfl
        rw [e, add_dotProduct, smul_dotProduct, (ih' i (by omega)).2, smul_zero, add_zero]
    -- the new residual is orthogonal to all earlier shadows
    have hr : ∀ i ≤ j, (run A r₀ s₀ i).s ⬝ᵥ (run A r₀ s₀ (j + 1)).r = 0 := by
      intro i hi
      have e : (run A r₀ s₀ (j + 1)).r = (run A r₀ s₀ j).r -
          alpha A (run A r₀ s₀ j) • (A *ᵥ (run A r₀ s₀ j).p) := rfl
      rw [e, dotProduct_sub, dotProduct_smul, hs i hi, smul_eq_mul]
      rcases hi.eq_or_lt with rfl | hlt
      · rw [alpha, div_mul_cancel₀ _ hqp, sub_self]
      · rw [(ih' i hlt).1, (ih' i hlt).2, mul_zero, sub_zero]
    intro i hi
    refine ⟨hr i (by omega), ?_⟩
    have hα : alpha A (run A r₀ s₀ i) ≠ 0 :=
      div_ne_zero (h i (by omega)).1 (h i (by omega)).2
    -- the shadow recurrence expresses `q_iᵀ A` through shadow residuals
    have hk : alpha A (run A r₀ s₀ i) *
        ((run A r₀ s₀ i).q ⬝ᵥ A *ᵥ (run A r₀ s₀ (j + 1)).r) =
        -((run A r₀ s₀ (i + 1)).s ⬝ᵥ (run A r₀ s₀ (j + 1)).r) := by
      have e : (run A r₀ s₀ (i + 1)).s = (run A r₀ s₀ i).s -
          alpha A (run A r₀ s₀ i) • (Aᵀ *ᵥ (run A r₀ s₀ i).q) := rfl
      rw [e, sub_dotProduct, smul_dotProduct, hr i (by omega),
        dotProduct_comm (Aᵀ *ᵥ (run A r₀ s₀ i).q), transpose_pair, smul_eq_mul]
      ring
    have e : (run A r₀ s₀ (j + 1)).p = (run A r₀ s₀ (j + 1)).r +
        beta A (run A r₀ s₀ j) • (run A r₀ s₀ j).p := rfl
    apply mul_left_cancel₀ hα
    rw [e, Matrix.mulVec_add, Matrix.mulVec_smul, dotProduct_add, dotProduct_smul,
      smul_eq_mul, mul_add, hk, mul_zero]
    rcases (Nat.lt_succ_iff.mp hi).eq_or_lt with rfl | hlt
    · -- the choice of `beta` cancels the remaining term
      have h1 : alpha A (run A r₀ s₀ i) *
          ((run A r₀ s₀ i).q ⬝ᵥ A *ᵥ (run A r₀ s₀ i).p) =
          (run A r₀ s₀ i).s ⬝ᵥ (run A r₀ s₀ i).r := by
        rw [alpha, div_mul_cancel₀ _ hqp]
      have hb : beta A (run A r₀ s₀ i) =
          ((run A r₀ s₀ (i + 1)).s ⬝ᵥ (run A r₀ s₀ (i + 1)).r) /
          ((run A r₀ s₀ i).s ⬝ᵥ (run A r₀ s₀ i).r) := rfl
      have h2 := (eq_div_iff hsr).mp hb
      linear_combination beta A (run A r₀ s₀ i) * h1 + h2
    · rw [hr (i + 1) (by omega), (ih' i hlt).2]
      ring
```

## (d) Both orders of the indices

Under the same assumption, show that
\[s_i^Tr_j=0,\quad q_i^TAp_j=0\qquad(i\ne j,\ i,j\le m).\]

**Solution.** Part (c) covers \(i<j\). For \(i>j\), apply it to the transposed run, whose denominators are the same by (a) and (b), and translate back.

```lean
/-- Biorthogonality of BiCG: if the denominators of the first `m` steps are nonzero, then
`s_iᵀr_j = 0` and `q_iᵀAp_j = 0` for all distinct `i, j ≤ m`. -/
theorem biorthogonality {A : Matrix n n K} {r₀ s₀ : n → K} {m : ℕ}
    (h : NoBreakdown A r₀ s₀ m) {i j : ℕ} (hi : i ≤ m) (hj : j ≤ m) (hij : i ≠ j) :
    (run A r₀ s₀ i).s ⬝ᵥ (run A r₀ s₀ j).r = 0 ∧
    (run A r₀ s₀ i).q ⬝ᵥ A *ᵥ (run A r₀ s₀ j).p = 0 := by
  rcases Nat.lt_or_gt_of_ne hij with hlt | hlt
  · exact orthogonal_to_earlier h j hj i hlt
  · -- the other triangle is the same statement for the transposed run
    have h' : NoBreakdown Aᵀ s₀ r₀ m := by
      intro k hk
      obtain ⟨h1, h2⟩ := h k hk
      rw [run_transpose]
      constructor
      · change (run A r₀ s₀ k).r ⬝ᵥ (run A r₀ s₀ k).s ≠ 0
        rwa [dotProduct_comm]
      · change (run A r₀ s₀ k).p ⬝ᵥ Aᵀ *ᵥ (run A r₀ s₀ k).q ≠ 0
        rwa [transpose_pair]
    have key := orthogonal_to_earlier h' i hi j hlt
    simp only [run_transpose, State.swap, transpose_pair] at key
    exact ⟨by rw [dotProduct_comm]; exact key.1, key.2⟩
```

The assumption matters. For \(A=\begin{pmatrix}0&1\\1&0\end{pmatrix}\) and \(r_0=s_0=(1,0)^T\), we have \(s_0^Tr_0=1\) but \(q_0^TAp_0=0\), so \(\alpha_0\) does not exist. Lean's convention \(1/0=0\) gives \(r_1=r_0\), and then \(s_0^Tr_1=1\).

## (e) The recursive residual

Show that the updated residual is the true one:
\[r_k=b-Ax_k.\]

**Solution.** It holds at \(k=0\), and
\[r_{k+1}=b-Ax_k-\alpha_kAp_k=b-Ax_{k+1}.\]
No breakdown assumption is needed.

```lean
/-- The recursively updated residual is the true residual `b - A x_k`. -/
theorem residual_eq (A : Matrix n n K) (b x₀ s₀ : n → K) (k : ℕ) :
    (run A (b - A *ᵥ x₀) s₀ k).r = b - A *ᵥ approx A b x₀ s₀ k := by
  induction k with
  | zero => rfl
  | succ k ih =>
    change (run A (b - A *ᵥ x₀) s₀ k).r - _ • (A *ᵥ (run A (b - A *ᵥ x₀) s₀ k).p) = _
    rw [approx, Matrix.mulVec_add, Matrix.mulVec_smul, ih, sub_sub]
```

## (f) Termination after as many steps as dimensions

Let \(N\) be the dimension, `Fintype.card n`, and assume no breakdown in the first \(N\) steps. Show that
\[Ax_N=b.\]

**Solution.** By (e) it suffices that \(r_N=0\). Suppose not, and let \(\sum_{j=0}^Ng_jr_j=0\). Pairing with \(s_i\) for \(i<N\) leaves \(g_is_i^Tr_i=0\) by (d), so \(g_i=0\). Then \(g_Nr_N=0\) forces \(g_N=0\). Thus \(N+1\) vectors would be independent in dimension \(N\), a contradiction.

A run that converges earlier has \(r_k=0\) for some \(k<N\), which violates the assumption, so this theorem does not cover it.

```lean
/-- Finite termination: let `N = Fintype.card n` be the dimension. If no breakdown occurs in the
first `N` steps, then the approximation after `N` steps solves `A x = b` exactly. -/
theorem finite_termination {A : Matrix n n K} {b x₀ s₀ : n → K}
    (h : NoBreakdown A (b - A *ᵥ x₀) s₀ (Fintype.card n)) :
    A *ᵥ approx A b x₀ s₀ (Fintype.card n) = b := by
  suffices hz : (run A (b - A *ᵥ x₀) s₀ (Fintype.card n)).r = 0 by
    rw [residual_eq] at hz
    exact (sub_eq_zero.mp hz).symm
  by_contra hne
  -- otherwise `Fintype.card n + 1` residuals would be linearly independent
  have hli : LinearIndependent K
      (fun i : Fin (Fintype.card n + 1) => (run A (b - A *ᵥ x₀) s₀ (i : ℕ)).r) := by
    rw [Fintype.linearIndependent_iff]
    intro g hg
    have hlow : ∀ i : Fin (Fintype.card n + 1), (i : ℕ) < Fintype.card n → g i = 0 := by
      intro i hi
      have h0 := congrArg (fun v => (run A (b - A *ᵥ x₀) s₀ (i : ℕ)).s ⬝ᵥ v) hg
      simp only [dotProduct_sum, dotProduct_smul, dotProduct_zero, smul_eq_mul] at h0
      rw [Finset.sum_eq_single i] at h0
      · exact (mul_eq_zero.mp h0).resolve_right (h i hi).1
      · intro j _ hji
        have hne' : (i : ℕ) ≠ (j : ℕ) := fun e => hji (Fin.ext e.symm)
        rw [(biorthogonality h hi.le (Nat.lt_succ_iff.mp j.isLt) hne').1, mul_zero]
      · intro hn
        exact absurd (Finset.mem_univ i) hn
    intro i
    rcases (Nat.lt_succ_iff.mp i.isLt).lt_or_eq with hi | hi
    · exact hlow i hi
    · rw [Finset.sum_eq_single i] at hg
      · rw [hi] at hg
        exact (smul_eq_zero.mp hg).resolve_right hne
      · intro j _ hji
        have hv : (j : ℕ) ≠ (i : ℕ) := fun e => hji (Fin.ext e)
        have hjl := j.isLt
        rw [hlow j (by omega), zero_smul]
      · intro hn
        exact absurd (Finset.mem_univ i) hn
  have hc := hli.fintype_card_le_finrank
  rw [Fintype.card_fin, Module.finrank_fintype_fun_eq_card] at hc
  omega
```

## (g) A nonsymmetric example in two dimensions

For \(A=\begin{pmatrix}1&1\\0&1\end{pmatrix}\), \(r_0=(1,1)^T\) and \(s_0=(1,0)^T\), show that the denominators of both steps are nonzero:
\[s_0^Tr_0=1,\quad q_0^TAp_0=2,\quad s_1^Tr_1=-\tfrac14,\quad q_1^TAp_1=-\tfrac18.\]

**Solution.** Since \(Ap_0=(2,1)^T\), the first two values follow and \(\alpha_0=\tfrac12\). Then
\[r_1=(0,\tfrac12)^T,\quad s_1=(\tfrac12,-\tfrac12)^T,\quad\beta_0=-\tfrac14,\]
\[p_1=(-\tfrac14,\tfrac14)^T,\quad q_1=(\tfrac14,-\tfrac12)^T,\quad Ap_1=(0,\tfrac14)^T,\]
which gives the other two. Finally \(\alpha_1=2\) and \(r_2=0\), as (f) requires. With \(x_0=0\) and \(b=(1,1)^T\), the solution is \(x_2=(0,1)^T\).

The Lean theorem states only that the four denominators are nonzero; `interval_cases` separates the two steps and `norm_num` evaluates them.

```lean
/-- For the nonsymmetric matrix with rows `(1, 1)` and `(0, 1)`, started from `r₀ = (1, 1)` and
`s₀ = (1, 0)`, the denominators of the first two steps are nonzero. -/
theorem noBreakdown_witness :
    NoBreakdown (!![1, 1; 0, 1] : Matrix (Fin 2) (Fin 2) ℚ) ![1, 1] ![1, 0] 2 := by
  intro k hk
  interval_cases k
  · constructor <;> norm_num [run, Matrix.mulVec, dotProduct, Fin.sum_univ_two]
  · constructor <;>
      norm_num [run, step, nextResidual, nextShadow, alpha, beta, Matrix.mulVec, dotProduct,
        Fin.sum_univ_two, Matrix.transpose_apply] <;>
      norm_num [Matrix.vecHead, Matrix.vecTail, Function.comp_apply, Pi.smul_apply]

end

end BiconjugateGradient
```

```lean
#print axioms BiconjugateGradient.finite_termination
```

```
'BiconjugateGradient.finite_termination' depends on axioms: [propext, Classical.choice, Quot.sound]
```
